# The extrema of two equal and opposite Lorentzian bands lie farther apart than the bands

Let $x$ be the detuning from the midpoint of two bands, a positive one at $+d$ and a negative one at $-d$, each with the unnormalised shape $1/(u^2+g^2)$, where $u$ is the distance from the band centre and $g$ is the half-width at half-maximum. Their sum is the couplet $C(x)$, and $p$ denotes the explicit position called `peak g d` in the code.

In Lean 4 with Mathlib:

```lean
import Mathlib

open Filter Topology

namespace BroadenedCouplet

noncomputable section

/-- Lorentzian line shape of half-width `g` at detuning `x`, up to normalisation;
its domain is `g ≠ 0` or `x ≠ 0`. -/
def lorentzian (g x : ℝ) : ℝ := 1 / (x ^ 2 + g ^ 2)

/-- Couplet of a positive band centred at `d` and an equally strong negative band centred
at `-d`, both of half-width `g`; its domain is `g ≠ 0`, or `x` different from `d` and `-d`. -/
def couplet (g d x : ℝ) : ℝ := lorentzian g (x - d) - lorentzian g (x + d)

/-- The explicit position `p ≥ 0` given by `p² = (d² - g² + 2 √(d⁴ + d² g² + g⁴)) / 3`. -/
def peak (g d : ℝ) : ℝ :=
  √((d ^ 2 - g ^ 2 + 2 * √(d ^ 4 + d ^ 2 * g ^ 2 + g ^ 4)) / 3)

/-- For positive width the couplet is a single fraction, with numerator proportional to the
half-splitting `d` and to the detuning `x`. -/
theorem couplet_eq {g : ℝ} (hg : 0 < g) (d x : ℝ) :
    couplet g d x = 4 * d * x / (((x - d) ^ 2 + g ^ 2) * ((x + d) ^ 2 + g ^ 2)) := by
  have h1 : (x - d) ^ 2 + g ^ 2 ≠ 0 := by positivity
  have h2 : (x + d) ^ 2 + g ^ 2 ≠ 0 := by positivity
  unfold couplet lorentzian
  rw [div_sub_div _ _ h1 h2]
  congr 1
  ring

/-- The couplet is an odd function of the detuning from its centre. -/
theorem couplet_neg (g d x : ℝ) : couplet g d (-x) = -couplet g d x := by
  unfold couplet lorentzian
  rw [show (-x - d) ^ 2 = (x + d) ^ 2 by ring, show (-x + d) ^ 2 = (x - d) ^ 2 by ring]
  ring

/-- For positive width, the square of the peak position is the closed expression under
the outer root. -/
theorem peak_sq {g : ℝ} (hg : 0 < g) (d : ℝ) :
    peak g d ^ 2 = (d ^ 2 - g ^ 2 + 2 * √(d ^ 4 + d ^ 2 * g ^ 2 + g ^ 4)) / 3 := by
  -- the inner root is at least `g²`, so the outer radicand is nonnegative
  have h : g ^ 2 ≤ √(d ^ 4 + d ^ 2 * g ^ 2 + g ^ 4) :=
    (Real.le_sqrt' (by positivity)).2 (by nlinarith [sq_nonneg (d ^ 2), sq_nonneg (d * g)])
  exact Real.sq_sqrt (by nlinarith [sq_nonneg d, sq_nonneg g])

/-- For positive width, the peak position solves the quadratic equation in `p²` that expresses
stationarity of the couplet when `d ≠ 0`. -/
theorem peak_stationary {g : ℝ} (hg : 0 < g) (d : ℝ) :
    3 * (peak g d ^ 2) ^ 2 + 2 * (g ^ 2 - d ^ 2) * peak g d ^ 2 = (d ^ 2 + g ^ 2) ^ 2 := by
  have hs : √(d ^ 4 + d ^ 2 * g ^ 2 + g ^ 4) ^ 2 = d ^ 4 + d ^ 2 * g ^ 2 + g ^ 4 :=
    Real.sq_sqrt (by positivity)
  rw [peak_sq hg]
  linear_combination (4 / 3) * hs

/-- For positive width and splitting, the squared peak position exceeds the squared
band position `d²`, by less than `g² / 3`. -/
theorem peak_sq_bounds {g d : ℝ} (hg : 0 < g) (hd : 0 < d) :
    d ^ 2 < peak g d ^ 2 ∧ peak g d ^ 2 < d ^ 2 + g ^ 2 / 3 := by
  rw [peak_sq hg]
  have h1 : d ^ 2 + g ^ 2 / 2 < √(d ^ 4 + d ^ 2 * g ^ 2 + g ^ 4) :=
    (Real.lt_sqrt (by positivity)).2 (by nlinarith [pow_pos hg 4])
  have h2 : √(d ^ 4 + d ^ 2 * g ^ 2 + g ^ 4) < d ^ 2 + g ^ 2 :=
    (Real.sqrt_lt' (by positivity)).2
      (by nlinarith [mul_pos (pow_pos hd 2) (pow_pos hg 2)])
  constructor <;> linarith

/-- For positive width and splitting, the couplet is strictly largest at the peak position,
among all real detunings. -/
theorem couplet_lt_peak {g d x : ℝ} (hg : 0 < g) (hd : 0 < d) (hx : x ≠ peak g d) :
    couplet g d x < couplet g d (peak g d) := by
  have hst := peak_stationary hg d
  have hb := (peak_sq_bounds hg hd).1
  have hp : 0 < peak g d := hd.trans (lt_of_pow_lt_pow_left₀ 2 (Real.sqrt_nonneg _) hb)
  rw [couplet_eq hg, couplet_eq hg]
  generalize peak g d = p at *
  rw [← not_le, div_le_div_iff₀ (by positivity) (by positivity), not_le]
  have h1 : 0 < (x - p) ^ 2 := by
    have := sub_ne_zero.2 hx
    positivity
  have h2 : 0 < (x + p) ^ 2 + 2 * (p ^ 2 - d ^ 2) + 2 * g ^ 2 := by
    nlinarith [sq_nonneg (x + p), pow_pos hg 2]
  have h3 : 0 < 4 * d * (p * (x - p) ^ 2 *
      ((x + p) ^ 2 + 2 * (p ^ 2 - d ^ 2) + 2 * g ^ 2)) := by
    exact mul_pos (by positivity) (mul_pos (mul_pos hp h1) h2)
  -- stationarity makes `(x - p)²` a factor of the difference
  have key : 4 * d * p * (((x - d) ^ 2 + g ^ 2) * ((x + d) ^ 2 + g ^ 2))
      - 4 * d * x * (((p - d) ^ 2 + g ^ 2) * ((p + d) ^ 2 + g ^ 2))
      = 4 * d * (p * (x - p) ^ 2 *
        ((x + p) ^ 2 + 2 * (p ^ 2 - d ^ 2) + 2 * g ^ 2)) := by
    linear_combination 4 * d * (x - p) * hst
  linarith

/-- For positive width and splitting, the couplet has its unique maximum at `peak g d` and
its unique minimum at `-peak g d`, and the distance between them exceeds the true
splitting `2 d`. -/
theorem apparent_splitting {g d : ℝ} (hg : 0 < g) (hd : 0 < d) :
    (∀ x, x ≠ peak g d → couplet g d x < couplet g d (peak g d)) ∧
    (∀ x, x ≠ -peak g d → couplet g d (-peak g d) < couplet g d x) ∧
    2 * d < peak g d - (-peak g d) := by
  refine ⟨fun x hx => couplet_lt_peak hg hd hx, fun x hx => ?_, ?_⟩
  · -- the minimum is the mirror image of the maximum
    have h := couplet_lt_peak (x := -x) hg hd (fun h => hx (by linarith))
    rw [couplet_neg g d x] at h
    rw [couplet_neg g d (peak g d)]
    linarith
  · have h : d < peak g d :=
      lt_of_pow_lt_pow_left₀ 2 (Real.sqrt_nonneg _) (peak_sq_bounds hg hd).1
    linarith

/-- At fixed positive width `g`, the peak position tends to `g / √3` as the splitting
tends to zero from above. -/
theorem peak_tendsto {g : ℝ} (hg : 0 < g) :
    Tendsto (fun d => peak g d) (𝓝[>] 0) (𝓝 (g / √3)) := by
  have hc : Continuous (fun d => peak g d) := by
    unfold peak
    fun_prop
  have h0 : peak g 0 = g / √3 := by
    have h : √(0 ^ 4 + 0 ^ 2 * g ^ 2 + g ^ 4) = g ^ 2 := by
      rw [show (0 : ℝ) ^ 4 + 0 ^ 2 * g ^ 2 + g ^ 4 = (g ^ 2) ^ 2 by ring,
        Real.sqrt_sq (by positivity)]
    rw [peak, h, show ((0 : ℝ) ^ 2 - g ^ 2 + 2 * g ^ 2) / 3 = g ^ 2 / 3 by ring,
      Real.sqrt_div (by positivity), Real.sqrt_sq hg.le]
  rw [← h0]
  exact (hc.tendsto 0).mono_left nhdsWithin_le_nhds

/-- For positive width `g`, the squared half-splitting `d²` is recovered from the peak
position and the width. -/
theorem true_splitting_from_peak {g : ℝ} (hg : 0 < g) (d : ℝ) :
    d ^ 2 = 2 * peak g d * √(peak g d ^ 2 + g ^ 2) - peak g d ^ 2 - g ^ 2 := by
  have hst := peak_stationary hg d
  have hp : 0 ≤ peak g d := Real.sqrt_nonneg _
  have hr : √(peak g d ^ 2 + g ^ 2) ^ 2 = peak g d ^ 2 + g ^ 2 :=
    Real.sq_sqrt (by positivity)
  -- both sides are nonnegative and have equal squares
  have h : 2 * peak g d * √(peak g d ^ 2 + g ^ 2) = d ^ 2 + g ^ 2 + peak g d ^ 2 := by
    refine (sq_eq_sq₀ (by positivity) (by positivity)).1 ?_
    linear_combination 4 * peak g d ^ 2 * hr + hst
  linarith

end

end BroadenedCouplet
```

```lean
#print axioms BroadenedCouplet.peak_sq_bounds
-- 'BroadenedCouplet.peak_sq_bounds' depends on axioms: [propext, Classical.choice, Quot.sound]
#print axioms BroadenedCouplet.apparent_splitting
-- 'BroadenedCouplet.apparent_splitting' depends on axioms: [propext, Classical.choice, Quot.sound]
#print axioms BroadenedCouplet.peak_tendsto
-- 'BroadenedCouplet.peak_tendsto' depends on axioms: [propext, Classical.choice, Quot.sound]
#print axioms BroadenedCouplet.true_splitting_from_peak
-- 'BroadenedCouplet.true_splitting_from_peak' depends on axioms: [propext, Classical.choice, Quot.sound]
```

## Where the maximum and minimum lie

For $g>0$ and $d>0$, `apparent_splitting` says that $C$ is strictly larger at $p$ than at any other real detuning, and strictly smaller at $-p$ than at any other. It also says that the distance $2p$ between these extrema exceeds the true splitting $2d$. The position is

$$p^2=\frac{d^2-g^2+2S}{3},\qquad S=\sqrt{d^4+d^2g^2+g^4}.$$

`peak_tendsto` adds that $p\to g/\sqrt3$ as $d\to0^+$ at fixed $g$: the extrema stay apart while the bands merge. The limit is one-sided, through `𝓝[>] 0`; at $d=0$ the couplet vanishes everywhere and has no unique maximum. Finally, `true_splitting_from_peak` recovers $d^2$ from $p$ and $g$.

## The circular dichroism model

`lorentzian` is the line shape and `couplet` the difference of two shifted copies, as in the circular dichroism of two exciton-coupled chromophores. The values of $x$, $d$, $g$ and $p$ are real numbers in one common frequency or energy unit. If the negative band lies at $+d$ instead, maximum and minimum change places.

The model assumes equal strengths and widths, purely Lorentzian broadening, no background and no frequency-dependent prefactor. Within this two-band model, an excitonic splitting read directly from the extrema of a measured or simulated spectrum is too large, and a known width allows it to be corrected.

## From one fraction to the stationary point

Since $(x+d)^2-(x-d)^2=4dx$, the two bands combine into

$$C(x)=\frac{4dx}{D(x)},\qquad D(x)=x^4+2(g^2-d^2)x^2+(d^2+g^2)^2.$$

This is `couplet_eq`, which keeps $D$ as a product of the two band denominators. For $d\ne0$, setting $C'(x)=0$ gives $D(x)-xD'(x)=0$, that is,

$$3x^4+2(g^2-d^2)x^2=(d^2+g^2)^2.$$

The positive root of this quadratic in $x^2$ is the stated $p^2$, because $(d^2-g^2)^2+3(d^2+g^2)^2=4S^2$.

The code takes no derivative. `peak_sq` uses $S\ge g^2$ to show that the outer radicand is nonnegative, and `peak_stationary` substitutes the formula into the quadratic, with $S^2$ replaced by its value.

For $g,d>0$, comparing squares gives

$$d^2+\tfrac12g^2<S<d^2+g^2,$$

and hence $d^2<p^2<d^2+g^2/3$. This is `peak_sq_bounds`; as $p\ge0$, it yields $p>d$.

## Why the maximum is global

The difference in height is

$$C(p)-C(x)=\frac{4d\,[\,pD(x)-xD(p)\,]}{D(p)D(x)}.$$

Expanding the bracket gives

$$(x-p)\left[px(x^2+xp+p^2)+2(g^2-d^2)px-(d^2+g^2)^2\right].$$

Replacing $(d^2+g^2)^2$ by the stationarity equation at $p$ brings out a second factor $x-p$:

$$pD(x)-xD(p)=p(x-p)^2\left[(x+p)^2+2(p^2-d^2)+2g^2\right].$$

For $x\ne p$ every factor is positive, since $p>d>0$.

In `couplet_lt_peak`, `div_le_div_iff₀` clears the positive denominators, `key` is this factorisation times $4d$, and `h1` to `h3` supply the signs. The minimum follows from $C(-x)=-C(x)$, proved in `couplet_neg`.

## The limit and the correction

At $d=0$ the formula gives $p^2=(-g^2+2g^2)/3=g^2/3$. `peak_tendsto` combines this value with the continuity of $p$ in $d$.

For the correction, adding $2p^2(d^2+g^2)+p^4$ to both sides of the stationarity equation gives

$$4p^2(p^2+g^2)=(d^2+g^2+p^2)^2.$$

Both bases are nonnegative, so taking roots gives

$$d^2=2p\sqrt{p^2+g^2}-p^2-g^2.$$

The code likewise compares squares, through `sq_eq_sq₀`.

## An instance with whole-number squares

Take $d^2=3$ and $g^2=5$. Then $S=\sqrt{9+15+25}=7$ and $p^2=(3-5+14)/3=4$, so $p=2$. The extrema are $4$ apart, while the bands are $2\sqrt3\approx3.46$ apart, an overestimate of about 15%. The correction returns $d^2=2\cdot2\cdot\sqrt9-4-5=3$.
